# For an invertible matrix, one two-grid cycle from zero applies the two-grid preconditioner to the right-hand side

To solve A x = b approximately, a two-grid cycle starts from zero, smooths with M, corrects the result on a coarse grid reached through P, and smooths again with Mᵀ. The theorem `cycle_eq_preconditioner` says that for a finite, real, invertible matrix A the outcome is B b, where B = (1 − (1 − M⁻ᵀA)(1 − P(PᵀAP)⁻¹PᵀA)(1 − M⁻¹A))A⁻¹. It doesn't assume that M and PᵀAP are invertible; where one of them is not, Lean takes its inverse to be zero, and the equality still holds. The proof first establishes a general matrix identity, `key`, for any R with A R = 1, by a chain of equalities, and then applies both sides to b.

An attempt in Lean 4 with a fault in it:

```lean
import Mathlib

open Matrix

namespace CycleEqPreconditioner

noncomputable section

variable {n m : Type*} [Fintype n] [DecidableEq n] [Fintype m] [DecidableEq m]

/-- The coarse-grid solve `P (Pᵀ A P)⁻¹ Pᵀ`: restrict a residual, solve on the coarse grid,
interpolate back. It is meant for invertible `Pᵀ A P`. -/
def coarseSolve (A : Matrix n n ℝ) (P : Matrix n m ℝ) : Matrix n n ℝ :=
  P * (Pᵀ * A * P)⁻¹ * Pᵀ

/-- The two-grid preconditioner `(1 - (1 - M⁻ᵀ A) K (1 - M⁻¹ A)) A⁻¹` with the coarse-grid
correction `K = 1 - P (Pᵀ A P)⁻¹ Pᵀ A`. It is meant for invertible `A`, `M` and `Pᵀ A P`. -/
def preconditioner (A M : Matrix n n ℝ) (P : Matrix n m ℝ) : Matrix n n ℝ :=
  (1 - (1 - Mᵀ⁻¹ * A) * (1 - coarseSolve A P * A) * (1 - M⁻¹ * A)) * A⁻¹

/-- One two-grid cycle for `A x = b` started from zero: a smoothing step with `M`, a coarse-grid
correction, and a smoothing step with `Mᵀ`. It is meant for invertible `M` and `Pᵀ A P`. -/
def cycle (A M : Matrix n n ℝ) (P : Matrix n m ℝ) (b : n → ℝ) : n → ℝ :=
  let x₁ := M⁻¹ *ᵥ b
  let x₂ := x₁ + coarseSolve A P *ᵥ (b - A *ᵥ x₁)
  x₂ + Mᵀ⁻¹ *ᵥ (b - A *ᵥ x₂)

/-- For invertible `A`, running one cycle on the right-hand side `b` is the same as applying
the preconditioner to `b`. -/
theorem cycle_eq_preconditioner (A M : Matrix n n ℝ) (P : Matrix n m ℝ) (hA : IsUnit A)
    (b : n → ℝ) : cycle A M P b = preconditioner A M P *ᵥ b := by
  have hR : A * A⁻¹ = 1 := Matrix.mul_nonsing_inv A ((Matrix.isUnit_iff_isUnit_det A).1 hA)
  have key : ∀ R N T C : Matrix n n ℝ, A * R = 1 →
      (1 - (1 - T * A) * (1 - C * A) * (1 - N * A)) * R =
        N + C * (1 - A * N) + T * (1 - A * (N + C * (1 - A * N))) := by
    intro R N T C h
    calc (1 - (1 - T * A) * (1 - C * A) * (1 - N * A)) * R
        = R - (1 - T * A) * (R - C * (A * R) - (1 - C * A) * N * (A * R)) := by noncomm_ring
      _ = R - (R - C - (1 - C * A) * N) + T * (A * R)
            - T * A * (C + (1 - C * A) * N) := by rw [h]; noncomm_ring
      _ = _ := by rw [h]; noncomm_ring
  rw [preconditioner, key _ _ _ _ hR]
  simp only [cycle, Matrix.add_mulVec, Matrix.sub_mulVec, Matrix.one_mulVec,
    ← Matrix.mulVec_mulVec]

end

end CycleEqPreconditioner
```

Lean reports:

```
Main.lean:40:47: error: unsolved goals
n : Type u_1
m : Type u_2
inst✝³ : Fintype n
inst✝² : DecidableEq n
inst✝¹ : Fintype m
inst✝ : DecidableEq m
A M : Matrix n n ℝ
P : Matrix n m ℝ
hA : IsUnit A
b : n → ℝ
hR : A * A⁻¹ = 1
R N T C : Matrix n n ℝ
h : A * R = 1
⊢ T * (A * R) +
      (C + (-1 • (T * (A * C)) + (N + (-1 • (T * (A * N)) + (-1 • (C * (A * N)) + T * (A * (C * (A * N)))))))) =
    C + (-1 • (T * (A * C)) + (N + (-1 • (T * (A * N)) + (-1 • (C * (A * N)) + (T * (A * (C * (A * N))) + T)))))
```

The mended proof, as a diff:

```diff
@@ -37,6 +37,7 @@
     calc (1 - (1 - T * A) * (1 - C * A) * (1 - N * A)) * R
         = R - (1 - T * A) * (R - C * (A * R) - (1 - C * A) * N * (A * R)) := by noncomm_ring
+      _ = R - (1 - T * A) * (R - C - (1 - C * A) * N) := by rw [h, mul_one, mul_one]
       _ = R - (R - C - (1 - C * A) * N) + T * (A * R)
-            - T * A * (C + (1 - C * A) * N) := by rw [h]; noncomm_ring
+            - T * A * (C + (1 - C * A) * N) := by noncomm_ring
       _ = _ := by rw [h]; noncomm_ring
   rw [preconditioner, key _ _ _ _ hR]
```

Diagnosis. The error is in the second step of the `calc` chain. There `rw [h]` replaces every `A * R` by `1`, on both sides of the equation, so the term `T * (A * R)` on the right becomes `T * 1`. On the left, a further `A * R` is still hidden in the product of `1 - T * A` with a bracket that begins with `R`. It appears only when `noncomm_ring` multiplies out, after the rewrite is over, and `noncomm_ring` does not use `h`. The goal that remains has `T * (A * R)` on the left and `T` on the right, and otherwise the same terms.

The repair splits the step in two. The new line uses `h` only to simplify the products already visible inside the bracket, and `mul_one` removes the factors of `1` this leaves. The next line then multiplies out without rewriting by `h`, so `T * (A * R)` stands on both sides and `noncomm_ring` can close the goal. The last step, which is unchanged, turns that term into `T`.
